# Inside a zero-temperature bias window, the principal-value transform of the occupation difference is $\ln\frac{b-x}{x-a}$

## From a singular integral to a logarithm

A perturbative calculation of inelastic current can require the Hilbert transform of the difference between two lead occupations. For zero-temperature leads with fixed step occupations and an energy-independent weight, the numerical principal-value integral can be replaced by a logarithm.

Let the leads have chemical potentials $a<b$, and let $f_\mu(y)$ be $1$ for $y\le\mu$ and $0$ above. The difference $f_b-f_a$ is $1$ on the bias window $(a,b]$ and $0$ elsewhere. For an energy $x$ with $a<x<b$, the transform is
$$\lim_{d\to0^+}\int_{|y-x|>d}\frac{f_b(y)-f_a(y)}{y-x}\,dy=\ln\frac{b-x}{x-a}.$$
The conventional prefactor $1/\pi$ is omitted. The Hilbert transform is also often defined with the kernel $1/(x-y)$, which reverses the sign.

## Cancellation of the two cutoffs

If $p$ and $q$ lie on the same side of $x$, substituting $u=y-x$ gives
$$\int_p^q\frac{dy}{y-x}=\int_{p-x}^{q-x}\frac{du}{u}=\ln\frac{q-x}{p-x}.$$
With cutoffs $d>0$ below the pole and $e>0$ above it, the two pieces are
$$\int_a^{x-d}\frac{dy}{y-x}=\ln\frac{d}{x-a},\qquad \int_{x+e}^{b}\frac{dy}{y-x}=\ln\frac{b-x}{e}.$$
Their sum is $\ln\frac{b-x}{x-a}+\ln\frac de$. For $e=d$ the last term vanishes, so the sum has its limiting value at every $d>0$. For $e=cd$ with $c>0$ the limit is shifted by $-\ln c$: if the two pieces are integrated exactly and the cutoffs keep a fixed ratio $c\neq1$, this offset remains however small the cutoffs become.

When $d<\min(x-a,\,b-x)$, the excluded interval lies inside the window. The integral over all remaining energies then reduces to the same two pieces, because the occupation difference vanishes outside the window.

The one-sided formula also covers an energy outside the window. If $x<a$ or $x>b$, no cutoff is needed, and the integral of the kernel from $a$ to $b$ is $\ln\frac{b-x}{a-x}$.

## Finite broadening and the window edges

A broadening $\eta>0$ smooths the pole. Since $\frac12\ln((y-x)^2+\eta^2)$ is an antiderivative of the smoothed kernel,
$$\int_a^b\frac{y-x}{(y-x)^2+\eta^2}\,dy=\frac12\ln\frac{(b-x)^2+\eta^2}{(x-a)^2+\eta^2}.$$
As $\eta\to0^+$ this tends to $\frac12\left(2\ln(b-x)-2\ln(x-a)\right)$, the same logarithm.

As $x\to a^+$, $\ln(b-x)$ stays finite and $-\ln(x-a)$ diverges, so $\ln\frac{b-x}{x-a}$ tends to $+\infty$. The reflection $x\mapsto a+b-x$ exchanges the edges and reverses the sign, which gives $-\infty$ as $x\to b^-$.

## How the Lean statements encode the leads

All energies are real numbers in a common unit. `occupation μ y` is the step $f_\mu(y)$, `cutoffSum` is the sum with independent cutoffs, and `biasTransform` integrates over `Iic (x - d) ∪ Ioi (x + d)`, that is, over all energies outside $(x-d,x+d]$. The filter `𝓝[>] 0` means that the cutoff or broadening decreases to zero through positive values.

`principal_value` states the limit for the bare kernel, and `bias_window_line_shape` states it for the two leads. The step occupations are a definition that stands for non-interacting reservoirs at zero temperature. Thermal smearing, energy-dependent transmission and the derivation of an inelastic current from this transform are not covered.

```lean
import Mathlib

open MeasureTheory Set Filter Topology

namespace BiasWindowLineShape

noncomputable section

/-- Zero-temperature occupation of a lead with chemical potential `μ` at energy `y`. -/
def occupation (μ y : ℝ) : ℝ := if y ≤ μ then 1 else 0

/-- The kernel `1/(y-x)` integrated from `a` to `x-d` and from `x+e` to `b`. -/
def cutoffSum (a b x d e : ℝ) : ℝ :=
  (∫ y in a..(x - d), 1 / (y - x)) + ∫ y in (x + e)..b, 1 / (y - x)

/-- Hilbert-type integral of the occupation difference of two leads, over all energies
outside an interval of half-width `d` around `x`. -/
def biasTransform (a b x d : ℝ) : ℝ :=
  ∫ y in Iic (x - d) ∪ Ioi (x + d), (occupation b y - occupation a y) / (y - x)

/-- The integral of `1/(y-x)` over an interval on one side of the pole is a logarithm. -/
theorem integral_kernel {p q x : ℝ} (h : (p < x ∧ q < x) ∨ (x < p ∧ x < q)) :
    ∫ y in p..q, 1 / (y - x) = Real.log ((q - x) / (p - x)) := by
  have hs := intervalIntegral.integral_comp_sub_right (a := p) (b := q)
    (fun u : ℝ => 1 / u) x
  refine Eq.trans hs ?_
  rcases h with ⟨hp, hq⟩ | ⟨hp, hq⟩
  · exact integral_one_div_of_neg (by linarith) (by linarith)
  · exact integral_one_div_of_pos (by linarith) (by linarith)

/-- With cutoffs `d` below and `e` above the pole, the two integrals add up to the
logarithmic line shape plus `log (d/e)`. -/
theorem cutoffSum_eq {a b x d e : ℝ} (hax : a < x) (hxb : x < b) (hd : 0 < d) (he : 0 < e) :
    cutoffSum a b x d e = Real.log ((b - x) / (x - a)) + Real.log (d / e) := by
  have h1 : ∫ y in a..(x - d), 1 / (y - x) = Real.log ((x - d - x) / (a - x)) :=
    integral_kernel (Or.inl ⟨hax, by linarith⟩)
  have h2 : ∫ y in (x + e)..b, 1 / (y - x) = Real.log ((b - x) / (x + e - x)) :=
    integral_kernel (Or.inr ⟨by linarith, hxb⟩)
  have ha : x - a ≠ 0 := (sub_pos.mpr hax).ne'
  have hb : b - x ≠ 0 := (sub_pos.mpr hxb).ne'
  unfold cutoffSum
  rw [h1, h2, show x - d - x = -d by ring, show a - x = -(x - a) by ring,
    show x + e - x = e by ring, neg_div_neg_eq, Real.log_div hd.ne' ha,
    Real.log_div hb he.ne', Real.log_div hb ha, Real.log_div hd.ne' he.ne']
  ring

/-- The principal value of `1/(y-x)` over the window from `a` to `b` is
`log ((b-x)/(x-a))` for every energy `x` inside the window. -/
theorem principal_value {a b x : ℝ} (hax : a < x) (hxb : x < b) :
    Tendsto (fun d : ℝ => (∫ y in a..(x - d), 1 / (y - x)) + ∫ y in (x + d)..b, 1 / (y - x))
      (𝓝[>] 0) (𝓝 (Real.log ((b - x) / (x - a)))) := by
  refine tendsto_const_nhds.congr' ?_
  filter_upwards [self_mem_nhdsWithin] with d hd
  have hd' : 0 < d := hd
  -- the cutoff dependence cancels between the two sides of the pole
  have h := cutoffSum_eq hax hxb hd' hd'
  rw [div_self hd'.ne', Real.log_one, add_zero] at h
  exact h.symm

/-- If the cutoff above the pole is `c` times the cutoff below it, the limit is shifted
by `-log c`. -/
theorem asymmetric_cutoff {a b x c : ℝ} (hax : a < x) (hxb : x < b) (hc : 0 < c) :
    Tendsto (fun d : ℝ => cutoffSum a b x d (c * d))
      (𝓝[>] 0) (𝓝 (Real.log ((b - x) / (x - a)) - Real.log c)) := by
  refine tendsto_const_nhds.congr' ?_
  filter_upwards [self_mem_nhdsWithin] with d hd
  have hd' : 0 < d := hd
  have hr : d / (c * d) = c⁻¹ := by field_simp
  rw [cutoffSum_eq hax hxb hd' (mul_pos hc hd'), hr, Real.log_inv]
  ring

/-- When the excluded interval lies inside the bias window, the integral over the
occupation difference equals the two integrals of `1/(y-x)` on either side of the pole. -/
theorem biasTransform_eq {a b x d : ℝ} (hd : 0 < d) (ha : d < x - a) (hb : d < b - x) :
    biasTransform a b x d = cutoffSum a b x d d := by
  -- the difference of the two steps is the indicator of the window
  have hf : (fun y => (occupation b y - occupation a y) / (y - x)) =
      (Ioc a b).indicator (fun y => 1 / (y - x)) := by
    funext y
    by_cases h1 : y ≤ a
    · have h2 : y ≤ b := by linarith
      have h3 : y ∉ Ioc a b := fun h => absurd h.1 (not_lt_of_ge h1)
      rw [Set.indicator_of_notMem h3]
      simp [occupation, h1, h2]
    · by_cases h2 : y ≤ b
      · have h3 : y ∈ Ioc a b := ⟨not_le.mp h1, h2⟩
        rw [Set.indicator_of_mem h3]
        simp [occupation, h1, h2]
      · have h3 : y ∉ Ioc a b := fun h => h2 h.2
        rw [Set.indicator_of_notMem h3]
        simp [occupation, h1, h2]
  have hs : (Iic (x - d) ∪ Ioi (x + d)) ∩ Ioc a b = Ioc a (x - d) ∪ Ioc (x + d) b := by
    ext y
    simp only [mem_inter_iff, mem_union, mem_Iic, mem_Ioi, mem_Ioc]
    constructor
    · rintro ⟨h | h, h1, h2⟩
      · exact Or.inl ⟨h1, h⟩
      · exact Or.inr ⟨h, h2⟩
    · rintro (⟨h1, h2⟩ | ⟨h1, h2⟩)
      · exact ⟨Or.inl h2, h1, by linarith⟩
      · exact ⟨Or.inr h1, by linarith, h2⟩
  have hdis : Disjoint (Ioc a (x - d)) (Ioc (x + d) b) :=
    Set.disjoint_left.mpr fun y h1 h2 => by linarith [h1.2, h2.1]
  -- away from the pole the kernel is continuous, hence integrable
  have hi : ∀ p q : ℝ, (∀ y ∈ Icc p q, y - x ≠ 0) →
      IntegrableOn (fun y => 1 / (y - x)) (Ioc p q) volume := fun p q h =>
    (ContinuousOn.integrableOn_Icc
      (ContinuousOn.div continuousOn_const (by fun_prop) h)).mono_set Ioc_subset_Icc_self
  have hi1 := hi a (x - d) fun y hy => ne_of_lt (by linarith [hy.2])
  have hi2 := hi (x + d) b fun y hy => ne_of_gt (by linarith [hy.1])
  unfold biasTransform cutoffSum
  rw [hf, setIntegral_indicator measurableSet_Ioc, hs,
    setIntegral_union hdis measurableSet_Ioc hi1 hi2,
    intervalIntegral.integral_of_le (by linarith : a ≤ x - d),
    intervalIntegral.integral_of_le (by linarith : x + d ≤ b)]

/-- The principal-value transform of a zero-temperature bias window is the logarithmic
line shape `log ((b-x)/(x-a))` inside the window. -/
theorem bias_window_line_shape {a b x : ℝ} (hax : a < x) (hxb : x < b) :
    Tendsto (biasTransform a b x) (𝓝[>] 0) (𝓝 (Real.log ((b - x) / (x - a)))) := by
  refine (principal_value hax hxb).congr' ?_
  have hm : 0 < min (x - a) (b - x) := lt_min (sub_pos.mpr hax) (sub_pos.mpr hxb)
  filter_upwards [Ioo_mem_nhdsGT hm] with d hd
  exact (biasTransform_eq hd.1 (lt_of_lt_of_le hd.2 (min_le_left _ _))
    (lt_of_lt_of_le hd.2 (min_le_right _ _))).symm

/-- Closed form of the window integral when the pole is smoothed by a broadening `η`. -/
theorem broadened_integral {a b x η : ℝ} (hη : η ≠ 0) :
    ∫ y in a..b, (y - x) / ((y - x) ^ 2 + η ^ 2) =
      (Real.log ((b - x) ^ 2 + η ^ 2) - Real.log ((x - a) ^ 2 + η ^ 2)) / 2 := by
  have hne : ∀ y : ℝ, (y - x) ^ 2 + η ^ 2 ≠ 0 := fun y => by positivity
  have hder : ∀ y : ℝ, HasDerivAt (fun y => Real.log ((y - x) ^ 2 + η ^ 2) / 2)
      ((y - x) / ((y - x) ^ 2 + η ^ 2)) y := by
    intro y
    have h2 : HasDerivAt (fun y : ℝ => (y - x) ^ 2 + η ^ 2) (2 * (y - x)) y :=
      ((((hasDerivAt_id' y).sub_const x).fun_pow 2).add_const (η ^ 2)).congr_deriv (by simp)
    exact ((h2.log (hne y)).div_const 2).congr_deriv (by ring)
  have hint : IntervalIntegrable (fun y => (y - x) / ((y - x) ^ 2 + η ^ 2)) volume a b :=
    (Continuous.div (by fun_prop) (by fun_prop) hne).intervalIntegrable a b
  rw [intervalIntegral.integral_eq_sub_of_hasDerivAt (fun y _ => hder y) hint,
    show (a - x) ^ 2 = (x - a) ^ 2 by ring]
  ring

/-- As the broadening decreases to zero, the smoothed window integral tends to the same
logarithm as the principal value. -/
theorem broadened_limit {a b x : ℝ} (hax : a < x) (hxb : x < b) :
    Tendsto (fun η : ℝ => ∫ y in a..b, (y - x) / ((y - x) ^ 2 + η ^ 2))
      (𝓝[>] 0) (𝓝 (Real.log ((b - x) / (x - a)))) := by
  have hc : ∀ u : ℝ, u ≠ 0 → Tendsto (fun η : ℝ => Real.log (u ^ 2 + η ^ 2))
      (𝓝[>] 0) (𝓝 (2 * Real.log u)) := by
    intro u hu
    have h0 : ContinuousAt (fun η : ℝ => Real.log (u ^ 2 + η ^ 2)) 0 :=
      ContinuousAt.log (by fun_prop) (by simpa using hu)
    have h2 : Real.log (u ^ 2 + (0 : ℝ) ^ 2) = 2 * Real.log u := by simp [Real.log_pow]
    rw [← h2]
    exact h0.tendsto.mono_left nhdsWithin_le_nhds
  have ha : x - a ≠ 0 := (sub_pos.mpr hax).ne'
  have hb : b - x ≠ 0 := (sub_pos.mpr hxb).ne'
  have key : Real.log ((b - x) / (x - a)) =
      (2 * Real.log (b - x) - 2 * Real.log (x - a)) / 2 := by
    rw [Real.log_div hb ha]
    ring
  rw [key]
  refine (((hc _ hb).sub (hc _ ha)).div_const 2).congr' ?_
  filter_upwards [self_mem_nhdsWithin] with η hη
  exact (broadened_integral (show 0 < η from hη).ne').symm

/-- The line shape diverges to `+∞` as the energy approaches the lower window edge
from inside. -/
theorem lower_edge {a b : ℝ} (hab : a < b) :
    Tendsto (fun x : ℝ => Real.log ((b - x) / (x - a))) (𝓝[>] a) atTop := by
  have h1 : Tendsto (fun x : ℝ => x - a) (𝓝[>] a) (𝓝[>] 0) := by
    refine tendsto_nhdsWithin_iff.mpr ⟨?_, ?_⟩
    · have h : ContinuousAt (fun x : ℝ => x - a) a := by fun_prop
      have h' : Tendsto (fun x : ℝ => x - a) (𝓝[>] a) (𝓝 (a - a)) :=
        h.tendsto.mono_left nhdsWithin_le_nhds
      rwa [sub_self] at h'
    · filter_upwards [self_mem_nhdsWithin] with x hx
      have hx' : a < x := hx
      show 0 < x - a
      linarith
  have h0 : ContinuousAt (fun x : ℝ => Real.log (b - x)) a :=
    ContinuousAt.log (by fun_prop) (sub_pos.mpr hab).ne'
  have h2 : Tendsto (fun x : ℝ => Real.log (b - x)) (𝓝[>] a) (𝓝 (Real.log (b - a))) :=
    h0.tendsto.mono_left nhdsWithin_le_nhds
  have h3 := tendsto_neg_atBot_atTop.comp (Real.tendsto_log_nhdsGT_zero.comp h1)
  refine (h2.add_atTop h3).congr' ?_
  filter_upwards [Ioo_mem_nhdsGT hab] with x hx
  simp only [Function.comp_apply]
  rw [Real.log_div (sub_pos.mpr hx.2).ne' (sub_pos.mpr hx.1).ne']
  ring

/-- The line shape diverges to `-∞` as the energy approaches the upper window edge
from inside. -/
theorem upper_edge {a b : ℝ} (hab : a < b) :
    Tendsto (fun x : ℝ => Real.log ((b - x) / (x - a))) (𝓝[<] b) atBot := by
  -- reflection about the window centre maps one edge to the other
  have h1 : Tendsto (fun x : ℝ => a + b - x) (𝓝[<] b) (𝓝[>] a) := by
    refine tendsto_nhdsWithin_iff.mpr ⟨?_, ?_⟩
    · have h : ContinuousAt (fun x : ℝ => a + b - x) b := by fun_prop
      have h' : Tendsto (fun x : ℝ => a + b - x) (𝓝[<] b) (𝓝 (a + b - b)) :=
        h.tendsto.mono_left nhdsWithin_le_nhds
      rwa [add_sub_cancel_right] at h'
    · filter_upwards [self_mem_nhdsWithin] with x hx
      have hx' : x < b := hx
      show a < a + b - x
      linarith
  refine (tendsto_neg_atTop_atBot.comp ((lower_edge hab).comp h1)).congr fun x => ?_
  simp only [Function.comp_apply]
  rw [show b - (a + b - x) = x - a by ring, show a + b - x - a = b - x by ring,
    ← Real.log_inv, inv_div]

end

end BiasWindowLineShape
```

```lean
#print axioms BiasWindowLineShape.asymmetric_cutoff
#print axioms BiasWindowLineShape.bias_window_line_shape
#print axioms BiasWindowLineShape.broadened_limit
#print axioms BiasWindowLineShape.upper_edge
```

```
'BiasWindowLineShape.asymmetric_cutoff' depends on axioms: [propext, Classical.choice, Quot.sound]
'BiasWindowLineShape.bias_window_line_shape' depends on axioms: [propext, Classical.choice, Quot.sound]
'BiasWindowLineShape.broadened_limit' depends on axioms: [propext, Classical.choice, Quot.sound]
'BiasWindowLineShape.upper_edge' depends on axioms: [propext, Classical.choice, Quot.sound]
```

## How the proof follows the calculation

`integral_kernel` makes the substitution and treats the two sides of the pole separately. `cutoffSum_eq` applies it twice and expands the logarithms of quotients; `ring` then collects the terms. In `principal_value` and `asymmetric_cutoff`, the expression equals a constant for every positive $d$, so the limit is that of a constant function.

`biasTransform_eq` first rewrites the occupation difference as the indicator of `Ioc a b` (`hf`), then intersects the window with the allowed energies (`hs`). The result is two disjoint bounded intervals. The kernel is continuous on each of them with its endpoints included, hence integrable, and the integral splits. `bias_window_line_shape` restricts $d$ to values below `min (x - a) (b - x)`, where this identity applies, and transfers the limit.

`broadened_integral` checks the antiderivative and applies the fundamental theorem of calculus. `broadened_limit` uses continuity of $\ln(u^2+\eta^2)$ at $\eta=0$ for $u\neq0$, with $u=b-x$ and $u=x-a$. `lower_edge` adds a convergent term to a divergent one, and `upper_edge` obtains the other divergence by reflection.
